# KI corrections of a quadratic energy with equal self-interactions sum to the DFT+U form

## Energy, orbital energies and the KI correction

Take a finite set of orbitals with real occupations f_i. The energy is a quadratic polynomial in them,

E(f) = E₀ + Σ_a h_a f_a + ½ Σ_a Σ_b K_ab f_b f_a,

with a real constant E₀, real linear coefficients h_a and a real interaction matrix K. When K is symmetric it is the Hessian of E. The diagonal element K_ii is then the curvature of the energy in the occupation of orbital i, that is, the interaction of the orbital's charge with itself.

Write f[i→s] for the occupations f with the i-th one replaced by s and all others frozen. The orbital energy is

ε_i(f) = h_i + Σ_b K_ib f_b.

The KI (Koopmans integral) correction of orbital i compares two energy changes on filling it from 0 to f_i: the change along the straight line between the empty and the full orbital, minus the actual change:

Π_i(f) = f_i (E(f[i→1]) − E(f[i→0])) − (E(f) − E(f[i→0])).

No screening coefficient multiplies Π_i, and the orbitals don't relax when an occupation changes.

The claim has two parts. For the quadratic energy,

Π_i(f) = K_ii f_i (1 − f_i)/2.

If moreover K_ii = U for every i, and the f_i are the eigenvalues of a Hermitian occupation matrix n, then

Σ_i Π_i(f) = (U/2) Tr(n − n²).

The right-hand side is the simplified rotationally invariant DFT+U correction, with a single parameter U, for one site and one spin channel. The common value U stands for the spurious self-interaction of an electron in an approximate density functional, taken to be equally strong for every orbital of the shell. Because the orbitals are frozen, this U is not reduced by screening, whereas the value used in DFT+U calculations usually is; the identity concerns the form of the correction, not the numerical value of U. In electronic-structure terms, the identity links two corrections for fractional occupations within a frozen-orbital model that is quadratic in finitely many occupations.

## One parabola per orbital, then a trace

Let g = f[i→0]. Filling orbital i to s adds s to the i-th entry of g. Collecting powers of s gives

E(f[i→s]) = E(g) + s A_i + ½ K_ii s²,

A_i = h_i + ½ Σ_b (K_ib + K_bi) g_b.

Setting s = 1 and s = f_i in the definition of Π_i, we find

Π_i(f) = f_i (A_i + ½ K_ii) − (f_i A_i + ½ K_ii f_i²) = ½ K_ii f_i (1 − f_i).

The linear part cancels, and symmetry of K was not used.

Symmetry enters when the correction is written with orbital energies. The derivative of the parabola at s is A_i + K_ii s. For symmetric K, A_i = h_i + Σ_b K_ib g_b, so the derivative is

h_i + Σ_b K_ib g_b + K_ii s = ε_i(f[i→s]).

This is Janak's relation for the model. In Kohn–Sham theory the orbitals respond to the occupations; here they are frozen, and the relation amounts to differentiating a polynomial. Integrating it from 0 to 1 and from 0 to f_i yields the usual form of the correction:

Π_i(f) = f_i ∫₀¹ ε_i(f[i→s]) ds − ∫₀^{f_i} ε_i(f[i→s]) ds.

Now add all corrections to the energy, E_KI(f) = E(f) + Σ_j Π_j(f). When only the occupation s of orbital i varies, the corrections of the other orbitals stay fixed, and

E_KI(f[i→s]) = constant + s A_i + ½ K_ii s² + ½ K_ii s(1 − s) = constant + s (A_i + ½ K_ii).

The KI energy is a straight line in each occupation separately. Products f_i f_j of different occupations may remain, so it need not be linear in all of them jointly.

For the trace, write n = V D V†, with V unitary and D the diagonal matrix of the f_i. Since V†V = 1,

n² = V D V† V D V† = V D² V†,

Tr(n − n²) = Tr(V (D − D²) V†) = Tr(D − D²) = Σ_i f_i (1 − f_i).

Multiplying by U/2 and comparing with Σ_i Π_i = (U/2) Σ_i f_i (1 − f_i) proves the second part.

If all occupations lie in [0,1], every term f_i (1 − f_i) is non-negative. For U ≠ 0 the total correction therefore vanishes exactly when each term does, which means that every orbital is empty or full.

## The model and its corrections in Lean

The orbitals are the elements of a finite type `ι`.

```lean
import Mathlib

open Matrix

namespace KoopmansHubbard

noncomputable section

variable {ι : Type*} [Fintype ι] [DecidableEq ι]
```

Occupations are functions `ι → ℝ`, with no restriction to [0,1], and `K` is an arbitrary real matrix. The factor 1/2 stands in front of the full double sum, diagonal included.

```lean
/-- The energy as a quadratic polynomial in the occupations `f`, with constant `E₀`,
linear coefficients `h` and interaction matrix `K`. -/
def quadEnergy (E₀ : ℝ) (h : ι → ℝ) (K : Matrix ι ι ℝ) (f : ι → ℝ) : ℝ :=
  E₀ + ∑ a, h a * f a + 1 / 2 * ∑ a, (∑ b, K a b * f b) * f a
```

The orbital energy is defined by its formula. That it is a derivative has to be proved.

```lean
/-- The orbital energy `h i + ∑ b, K i b * f b` of orbital `i` at occupations `f`. -/
def orbitalEnergy (h : ι → ℝ) (K : Matrix ι ι ℝ) (f : ι → ℝ) (i : ι) : ℝ :=
  h i + ∑ b, K i b * f b
```

The correction is defined for any energy functional `E`, not only a quadratic one. `Function.update f i s` is f[i→s].

```lean
/-- The KI correction of orbital `i` for an energy functional `E`: the energy change on filling the
orbital from zero to `f i` along the straight line between empty and full orbital, minus the actual
energy change, all other occupations being frozen. -/
def kiCorrection (E : (ι → ℝ) → ℝ) (f : ι → ℝ) (i : ι) : ℝ :=
  f i * (E (Function.update f i 1) - E (Function.update f i 0))
    - (E f - E (Function.update f i 0))

/-- The KI energy: the energy functional plus the KI corrections of all orbitals. -/
def kiEnergy (E : (ι → ℝ) → ℝ) (f : ι → ℝ) : ℝ :=
  E f + ∑ i, kiCorrection E f i
```

## The parabola in a single occupation

The first lemma isolates what filling one orbital does to a weighted sum Σ_a v_a f_a: it adds v_i s.

```lean
/-- Filling orbital `i` from zero to `s` changes a weighted sum of occupations by `v i * s`. -/
theorem sum_update (v f : ι → ℝ) (i : ι) (s : ℝ) :
    ∑ a, v a * Function.update f i s a
      = ∑ a, v a * Function.update f i 0 a + v i * s := by
  have hs : ∀ a, v a * Function.update f i s a
      = v a * Function.update f i 0 a + if a = i then v i * s else 0 := by
    intro a
    by_cases ha : a = i
    · subst ha
      simp
    · simp [ha]
  rw [Finset.sum_congr rfl (fun a _ => hs a)]
  simp only [Finset.sum_add_distrib, Finset.sum_ite_eq', Finset.mem_univ, if_true]
```

The parabola follows by using this lemma three times: for the linear term, for the inner sum over b, and for the outer sum over a, whose weights already contain s. The auxiliary identity `cross` separates the interaction of the added charge with the frozen orbitals. The coefficient of `s` in the statement is A_i.

```lean
/-- As a function of a single occupation `s`, the quadratic energy is a parabola with
second derivative `K i i`. -/
theorem quadEnergy_update (E₀ : ℝ) (h : ι → ℝ) (K : Matrix ι ι ℝ) (f : ι → ℝ) (i : ι)
    (s : ℝ) :
    quadEnergy E₀ h K (Function.update f i s) = quadEnergy E₀ h K (Function.update f i 0)
      + s * (h i + (∑ b, K i b * Function.update f i 0 b
        + ∑ b, K b i * Function.update f i 0 b) / 2) + K i i / 2 * (s * s) := by
  -- the interaction of the added charge with the frozen orbitals
  have cross : ∑ a, (∑ b, K a b * Function.update f i 0 b + K a i * s)
        * Function.update f i 0 a
      = ∑ a, (∑ b, K a b * Function.update f i 0 b) * Function.update f i 0 a
        + s * ∑ b, K b i * Function.update f i 0 b := by
    rw [Finset.mul_sum, ← Finset.sum_add_distrib]
    refine Finset.sum_congr rfl fun a _ => ?_
    ring
  unfold quadEnergy
  rw [sum_update h f i s, Finset.sum_congr rfl
    (fun a _ => congrArg (· * Function.update f i s a) (sum_update (K a) f i s)),
    sum_update (fun a => ∑ b, K a b * Function.update f i 0 b + K a i * s) f i s]
  linear_combination (1 / 2) * cross
```

## Janak's relation and the integral form

`HasDerivAt` says that the energy, as a function of the occupation t of orbital i, has derivative ε_i(f[i→s]) at t = s. The proof differentiates the parabola term by term. The hypothesis `hK` is used once, to replace the column sum Σ_b K_bi g_b by the row sum.

```lean
/-- Janak's relation: for symmetric `K`, the derivative of the energy with respect to the
occupation of orbital `i` is the orbital energy. -/
theorem janak (E₀ : ℝ) (h : ι → ℝ) {K : Matrix ι ι ℝ} (hK : K.IsSymm) (f : ι → ℝ)
    (i : ι) (s : ℝ) :
    HasDerivAt (fun t => quadEnergy E₀ h K (Function.update f i t))
      (orbitalEnergy h K (Function.update f i s) i) s := by
  have hsymm : ∑ b, K b i * Function.update f i 0 b
      = ∑ b, K i b * Function.update f i 0 b :=
    Finset.sum_congr rfl fun b _ => by rw [hK.apply i b]
  rw [funext (fun t => quadEnergy_update E₀ h K f i t)]
  refine ((((hasDerivAt_id' s).mul_const _).const_add _).fun_add
    (((hasDerivAt_id' s).fun_mul (hasDerivAt_id' s)).const_mul _)).congr_deriv ?_
  unfold orbitalEnergy
  rw [sum_update (K i) f i s, hsymm]
  ring
```

The integral form applies the fundamental theorem of calculus with upper limits 1 and f_i. Continuity of the orbital energy in s supplies integrability, and `Function.update_eq_self` expresses f[i→f_i] = f.

```lean
/-- For symmetric `K`, the KI correction replaces the integral of the orbital energy up to
`f i` by `f i` times its integral from empty to full orbital. -/
theorem kiCorrection_eq_integral (E₀ : ℝ) (h : ι → ℝ) {K : Matrix ι ι ℝ} (hK : K.IsSymm)
    (f : ι → ℝ) (i : ι) :
    kiCorrection (quadEnergy E₀ h K) f i
      = f i * (∫ s in (0 : ℝ)..1, orbitalEnergy h K (Function.update f i s) i)
        - ∫ s in (0 : ℝ)..(f i), orbitalEnergy h K (Function.update f i s) i := by
  have hcont : Continuous fun s => orbitalEnergy h K (Function.update f i s) i := by
    unfold orbitalEnergy
    rw [funext (fun s => congrArg (h i + ·) (sum_update (K i) f i s))]
    fun_prop
  -- integrate Janak's relation
  have ftc : ∀ b : ℝ, ∫ s in (0 : ℝ)..b, orbitalEnergy h K (Function.update f i s) i
      = quadEnergy E₀ h K (Function.update f i b)
        - quadEnergy E₀ h K (Function.update f i 0) := fun b =>
    intervalIntegral.integral_eq_sub_of_hasDerivAt (fun s _ => janak E₀ h hK f i s)
      (hcont.intervalIntegrable 0 b)
  rw [ftc 1, ftc (f i), Function.update_eq_self]
  rfl
```

## The closed form and straight-line energies

The two instances of the parabola, at s = 1 and s = f_i, are combined as in the calculation by hand: f_i times the first minus the second. There is no symmetry hypothesis.

```lean
/-- For a quadratic energy the KI correction of orbital `i` is `K i i * f i * (1 - f i) / 2`. -/
theorem kiCorrection_quadratic (E₀ : ℝ) (h : ι → ℝ) (K : Matrix ι ι ℝ) (f : ι → ℝ)
    (i : ι) :
    kiCorrection (quadEnergy E₀ h K) f i = K i i * (f i * (1 - f i)) / 2 := by
  have h1 := quadEnergy_update E₀ h K f i 1
  have hf := quadEnergy_update E₀ h K f i (f i)
  rw [Function.update_eq_self] at hf
  unfold kiCorrection
  linear_combination f i * h1 - hf
```

Linearity in one occupation is stated as interpolation between the values at 0 and 1, for every real `s`. Inside the proof, `hsum` records that changing the occupation of orbital i changes only that orbital's own correction. The remaining step cancels the quadratic terms.

```lean
/-- The KI energy built on a quadratic energy is linear in each single occupation: it
interpolates between its values at empty and full orbital. -/
theorem kiEnergy_linear (E₀ : ℝ) (h : ι → ℝ) (K : Matrix ι ι ℝ) (f : ι → ℝ) (i : ι)
    (s : ℝ) :
    kiEnergy (quadEnergy E₀ h K) (Function.update f i s)
      = (1 - s) * kiEnergy (quadEnergy E₀ h K) (Function.update f i 0)
        + s * kiEnergy (quadEnergy E₀ h K) (Function.update f i 1) := by
  -- only the correction of orbital `i` itself depends on its occupation
  have hsum : ∀ t : ℝ, ∑ j, kiCorrection (quadEnergy E₀ h K) (Function.update f i t) j
      = ∑ j, kiCorrection (quadEnergy E₀ h K) (Function.update f i 0) j
        + K i i * (t * (1 - t)) / 2 := by
    intro t
    have ht : ∀ j, kiCorrection (quadEnergy E₀ h K) (Function.update f i t) j
        = kiCorrection (quadEnergy E₀ h K) (Function.update f i 0) j
          + if j = i then K i i * (t * (1 - t)) / 2 else 0 := by
      intro j
      rw [kiCorrection_quadratic, kiCorrection_quadratic]
      by_cases hj : j = i
      · subst hj
        simp
      · simp [hj]
    rw [Finset.sum_congr rfl (fun j _ => ht j)]
    simp only [Finset.sum_add_distrib, Finset.sum_ite_eq', Finset.mem_univ, if_true]
  unfold kiEnergy
  linear_combination quadEnergy_update E₀ h K f i s + hsum s
    - s * (quadEnergy_update E₀ h K f i 1 + hsum 1)
```

## From occupations to the occupation matrix

The occupation matrix `n` is complex, and `star V` is V†. The trace is therefore a complex number, and the real sum on the right is converted to one. The proof computes n² with V†V = 1, then moves V around the trace by cyclicity.

```lean
/-- If a unitary `V` brings the occupation matrix `n` to diagonal form with real occupations
`f`, then `Tr (n - n²)` is the sum of `f i * (1 - f i)`. -/
theorem trace_sub_sq {n V : Matrix ι ι ℂ} {f : ι → ℝ} (hV : V ∈ Matrix.unitaryGroup ι ℂ)
    (hn : n = V * diagonal (fun i => (f i : ℂ)) * star V) :
    (n - n * n).trace = ((∑ i, f i * (1 - f i) : ℝ) : ℂ) := by
  have hVV : star V * V = 1 := Matrix.mem_unitaryGroup_iff'.mp hV
  set D : Matrix ι ι ℂ := diagonal (fun i => (f i : ℂ)) with hD
  have hsq : n * n = V * (D * D) * star V := by
    calc n * n = V * D * (star V * V) * D * star V := by rw [hn]; noncomm_ring
      _ = V * (D * D) * star V := by rw [hVV]; noncomm_ring
  have hdiff : n - n * n = V * (D - D * D) * star V := by
    rw [hsq, hn]
    noncomm_ring
  -- the trace does not depend on the basis
  rw [hdiff, Matrix.trace_mul_comm, ← mul_assoc, hVV, one_mul, hD,
    Matrix.diagonal_mul_diagonal, Matrix.trace_sub, Matrix.trace_diagonal,
    Matrix.trace_diagonal, ← Finset.sum_sub_distrib, Complex.ofReal_sum]
  refine Finset.sum_congr rfl fun i _ => ?_
  push_cast
  ring
```

The hypothesis `hU` sets every diagonal element of `K` to `U` and leaves the off-diagonal elements free. Summing the closed form gives the total correction in terms of occupations.

```lean
/-- If all diagonal elements of `K` equal `U`, the KI corrections sum to
`U / 2` times the sum of `f i * (1 - f i)`. -/
theorem sum_kiCorrection (E₀ : ℝ) (h : ι → ℝ) {K : Matrix ι ι ℝ} {U : ℝ}
    (hU : ∀ i, K i i = U) (f : ι → ℝ) :
    ∑ i, kiCorrection (quadEnergy E₀ h K) f i = U / 2 * ∑ i, f i * (1 - f i) := by
  rw [Finset.mul_sum]
  refine Finset.sum_congr rfl fun i _ => ?_
  rw [kiCorrection_quadratic, hU i]
  ring
```

The main theorem takes any Hermitian `n` and uses its eigenvalues `hn.eigenvalues` as occupations. The spectral theorem provides the unitary matrix of eigenvectors, and the two preceding results finish the argument.

The index i thus labels eigenvectors of `n`, and the coefficients `h` and `K` refer to these orbitals. That the curvature is the same for all of them is assumed through `hU`; it is not derived from a Coulomb interaction or a density functional. Neither the sign of `U` nor the range of the eigenvalues is restricted.

```lean
/-- If all diagonal elements of `K` equal `U` and the occupations are the eigenvalues of a
Hermitian occupation matrix `n`, the KI corrections sum to the DFT+U form
`(U / 2) Tr (n - n²)`. -/
theorem sum_kiCorrection_eq_dftU (E₀ : ℝ) (h : ι → ℝ) {K : Matrix ι ι ℝ} {U : ℝ}
    (hU : ∀ i, K i i = U) {n : Matrix ι ι ℂ} (hn : n.IsHermitian) :
    ((∑ i, kiCorrection (quadEnergy E₀ h K) hn.eigenvalues i : ℝ) : ℂ)
      = (U : ℂ) / 2 * (n - n * n).trace := by
  have hspec := hn.spectral_theorem
  rw [Unitary.conjStarAlgAut_apply] at hspec
  rw [sum_kiCorrection E₀ h hU,
    trace_sub_sq (f := hn.eigenvalues) hn.eigenvectorUnitary.2 hspec]
  simp only [Complex.ofReal_mul, Complex.ofReal_div, Complex.ofReal_ofNat]
```

The last theorem does restrict the occupations to [0,1] and requires `U ≠ 0`. After the factor U/2 is removed, a sum of non-negative terms is zero exactly when each term is zero, and f_i (1 − f_i) = 0 leaves only the values 0 and 1. Without the bounds, positive and negative terms could cancel: with two orbitals, the occupations 1/2 and (1 + √2)/2 contribute 1/4 and −1/4.

```lean
/-- For occupations between 0 and 1 and all diagonal elements of `K` equal to `U ≠ 0`, the
total KI correction vanishes exactly when every orbital is empty or full. -/
theorem sum_kiCorrection_eq_zero_iff (E₀ : ℝ) (h : ι → ℝ) {K : Matrix ι ι ℝ} {U : ℝ}
    (hU : ∀ i, K i i = U) (hU0 : U ≠ 0) {f : ι → ℝ} (hf : ∀ i, 0 ≤ f i ∧ f i ≤ 1) :
    ∑ i, kiCorrection (quadEnergy E₀ h K) f i = 0 ↔ ∀ i, f i = 0 ∨ f i = 1 := by
  have hnn : ∀ i ∈ Finset.univ, 0 ≤ f i * (1 - f i) := fun i _ =>
    mul_nonneg (hf i).1 (sub_nonneg.mpr (hf i).2)
  have hU2 : U / 2 ≠ 0 := div_ne_zero hU0 two_ne_zero
  rw [sum_kiCorrection E₀ h hU, mul_eq_zero, or_iff_right hU2,
    Finset.sum_eq_zero_iff_of_nonneg hnn]
  constructor
  · intro hz i
    rcases mul_eq_zero.mp (hz i (Finset.mem_univ i)) with h0 | h1
    · exact Or.inl h0
    · exact Or.inr (by linarith)
  · intro hz i _
    rcases hz i with h0 | h1
    · rw [h0, zero_mul]
    · rw [h1, sub_self, mul_zero]

end

end KoopmansHubbard
```

```lean
#print axioms KoopmansHubbard.kiCorrection_eq_integral
#print axioms KoopmansHubbard.kiEnergy_linear
#print axioms KoopmansHubbard.sum_kiCorrection_eq_dftU
#print axioms KoopmansHubbard.sum_kiCorrection_eq_zero_iff
```

```
'KoopmansHubbard.kiCorrection_eq_integral' depends on axioms: [propext, Classical.choice, Quot.sound]
'KoopmansHubbard.kiEnergy_linear' depends on axioms: [propext, Classical.choice, Quot.sound]
'KoopmansHubbard.sum_kiCorrection_eq_dftU' depends on axioms: [propext, Classical.choice, Quot.sound]
'KoopmansHubbard.sum_kiCorrection_eq_zero_iff' depends on axioms: [propext, Classical.choice, Quot.sound]
```
